# The resolution-of-identity error of a projected commutator is $PK(1-P)XP - PX(1-P)KP$ for idempotent $P$

To find what an IGLO calculation of NMR shieldings loses when it replaces the matrix of a commutator by a commutator of matrices, we treat the operators and the projector on the basis as elements of a single ring. IGLO (individual gauge for localized orbitals) gives each localized orbital its own gauge origin, and its equations then contain commutators of the Fock operator with position. A local potential commutes with position, but the exchange operator does not. In a finite basis it is convenient to obtain its commutator with position by multiplying the matrices of the two operators.

Let $K$ be the exchange operator, $X$ a component of position and $P$ the projector on the span of the basis functions. The letter $P$ often denotes a density matrix in electronic structure theory; here it projects on the whole basis, occupied and virtual orbitals together. For linearly independent basis functions $\chi_\mu$ with overlap matrix $S$,

$$P=\sum_{\mu\nu}|\chi_\mu\rangle (S^{-1})_{\mu\nu}\langle\chi_\nu| .$$

Inserting $P$ between $K$ and $X$ turns the matrix of the product $KX$ into the matrix product $\mathbf K S^{-1}\mathbf X$, where $\mathbf K$ and $\mathbf X$ are the matrices of the two operators in this basis. This insertion is the resolution of the identity, and it would be exact if $P$ were the identity. With $[K,X]=KX-XK$, its error is

$$E(K,X)=P[K,X]P-[PKP,PXP].$$

## Leaving the basis and coming back

The only property of $P$ needed at first is $P^2=P$. The projected commutator is

$$P[K,X]P=PKXP-PXKP .$$

In the commutator of the projected operators, two adjacent projectors merge into one:

$$[PKP,PXP]=PKP\,PXP-PXP\,PKP=PKPXP-PXPKP .$$

Write $Q=1-P$. Subtracting the second line from the first gives

$$E(K,X)=PK(1-P)XP-PX(1-P)KP=PKQXP-PXQKP .$$

In each term one operator leads out of the basis and the other leads back. For an IGLO calculation this means that the error is made of the components of $K$ and $X$ that connect the basis with its complement, provided that all the products of operators are defined, as they are in a ring.

Suppose that $P$ commutes with $K$. Since $PQ=QP=P-P^2=0$,

$$PKQ=KPQ=0,\qquad QKP=QPK=0,$$

so both terms vanish. If $P$ commutes with $X$ instead, then $PXQ=0$ and $QXP=0$, and again both terms vanish.

## A test operator for the converse

A vanishing error for one particular $X$ says little about $K$: the choice $X=K$ gives zero for every $K$. The situation changes if the error is required to vanish for every Hermitian $X$. Let $P$ and $K$ be Hermitian matrices, with $P^2=P$, and put $T=[K,P]=KP-PK$. Then $T^\dagger=PK-KP=-T$, so $iT$ is Hermitian and may be used as $X$.

The components of $T$ that connect the basis with its complement are

$$QTP=QKP^2-QPKP=QKP,\qquad PTQ=PKPQ-P^2KQ=-PKQ .$$

Hence

$$E(K,T)=PKQTP-PTQKP=2\,PKQKP,\qquad E(K,iT)=2i\,PKQKP .$$

Now let $G=QKP$. Its adjoint is $G^\dagger=PKQ$, and $Q^2=Q$ gives $G^\dagger G=PKQKP$. If the error vanishes for $X=iT$, then $G^\dagger G=0$. The trace of $G^\dagger G$ is the sum of the squared moduli of the entries of $G$, so $G=0$, which reads $KP=PKP$. The adjoint of this equation is $PK=PKP$, and therefore $PK=KP$.

## The trace, and a two-level example

For finite matrices a commutator has trace zero, because $\operatorname{tr}(BC)=\operatorname{tr}(CB)$. The term $[PKP,PXP]$ thus contributes nothing to the trace of the error, and

$$\operatorname{tr}E(K,X)=\operatorname{tr}(P[K,X]P)=\operatorname{tr}(P^2[K,X])=\operatorname{tr}(P[K,X]).$$

A two-level system shows an error that is not zero. Take $P=\operatorname{diag}(1,0)$, $K=\sigma_x$ and $X=\sigma_y$, and number the states 0 and 1. The only entry of the error that can differ from zero is

$$E_{00}=(\sigma_x)_{01}(\sigma_y)_{10}-(\sigma_y)_{01}(\sigma_x)_{10}=i-(-i)=2i .$$

Both projected operators $P\sigma_xP$ and $P\sigma_yP$ are zero here, so the commutator of the projected operators misses the whole of $P[\sigma_x,\sigma_y]P=\operatorname{diag}(2i,0)$.

## The error in an arbitrary ring

The first part of the Lean development works in a ring `A`, with a unit and a multiplication that need not commute.

```lean
import Mathlib

open Matrix
open scoped ComplexOrder

namespace IGLOCommutator

section Ring

variable {A : Type*} [Ring A]
```

Bounded operators on a Hilbert space form such a ring, and so do square matrices of a fixed size. The step from here to a molecule that the hypotheses leave open is the unboundedness of position: $XKP$ makes sense only if $K$ maps the basis functions into the domain of $X$, whereas in a ring every product exists.

```lean
/-- The commutator `[K, X] = K X - X K` of two operators. -/
def comm (K X : A) : A := K * X - X * K
```

The commutator carries no factor of $i$. For Hermitian $K$ and $X$ it is therefore anti-Hermitian, and its diagonal entries are imaginary or zero, like the entry $2i$ in the example above.

```lean
/-- The resolution-of-identity error `P[K,X]P - [PKP, PXP]`: the projected commutator
minus the commutator of the projected operators. -/
def riError (P K X : A) : A :=
  P * comm K X * P - comm (P * K * P) (P * X * P)
```

The function `riError` is $E(K,X)$ with the projector as its first argument. The definition accepts any three elements of the ring; that `P` is a projector enters as a hypothesis of the theorems. Nothing in the definition marks `K` as exchange or `X` as position either, so the results apply to any pair of operators in the ring.

```lean
/-- Exchanging the two operators reverses the sign of the error. -/
theorem riError_swap (P K X : A) : riError P K X = -riError P X K := by
  unfold riError comm
  noncomm_ring
```

Exchanging the two operators changes the sign of both commutators, and hence of the error. This holds for every `P`, idempotent or not. The tactic `noncomm_ring` expands both sides while keeping the order of the factors.

```lean
/-- For an idempotent `P`, the error equals `PK(1-P)XP - PX(1-P)KP`. -/
theorem riError_eq {P : A} (hP : P * P = P) (K X : A) :
    riError P K X = P * K * (1 - P) * X * P - P * X * (1 - P) * K * P := by
  -- two adjacent projectors merge into one
  have h : ∀ B C : A, P * B * P * (P * C * P) = P * B * P * C * P := by
    intro B C
    calc P * B * P * (P * C * P) = P * B * (P * P) * C * P := by
          simp only [mul_assoc]
      _ = P * B * P * C * P := by rw [hP]
  simp only [riError, comm, h]
  noncomm_ring
```

This is the main identity. The hypothesis `hP` is $P^2=P$, and $Q$ appears written out as `1 - P`. Hermiticity is not assumed, so oblique projectors are included. The auxiliary statement `h` is the merging of two adjacent projectors, for arbitrary `B` and `C` between them. After `simp only` has unfolded the definitions and applied `h`, the two sides agree by expansion alone, and `noncomm_ring` completes the subtraction done by hand above.

```lean
/-- The error vanishes if the idempotent projector `P` commutes with `K` or with `X`. -/
theorem riError_eq_zero {P K X : A} (hP : P * P = P)
    (h : P * K = K * P ∨ P * X = X * P) : riError P K X = 0 := by
  -- the error vanishes if its first operator commutes with `P`
  have key : ∀ B C : A, P * B = B * P → riError P B C = 0 := by
    intro B C hB
    have a : P * B * (1 - P) = 0 := by
      rw [hB, mul_assoc, mul_sub, mul_one, hP, sub_self, mul_zero]
    have b : (1 - P) * B * P = 0 := by
      rw [mul_assoc, ← hB, ← mul_assoc, sub_mul, one_mul, hP, sub_self, zero_mul]
    have c : P * C * (1 - P) * B * P = P * C * ((1 - P) * B * P) := by
      simp only [mul_assoc]
    rw [riError_eq hP, a, c, b]
    simp
  rcases h with h | h
  · exact key K X h
  · rw [riError_swap, key X K h, neg_zero]
```

The hypothesis `h` is a disjunction: `P` commutes with `K` or with `X`. The proof first treats the case in which the first operator `B` commutes with `P`. Statements `a` and `b` are $PBQ=0$ and $QBP=0$, and `c` regroups the second term of the error so that `b` can be applied to it. The case of a commuting `X` then follows from `riError_swap`, which moves `X` into first place.

```lean
/-- For idempotent `P` and the test operator `[K,P]`, the error is twice `PK(1-P)KP`. -/
theorem riError_test {P : A} (hP : P * P = P) (K : A) :
    riError P K (comm K P) =
      P * K * (1 - P) * K * P + P * K * (1 - P) * K * P := by
  have hP' : ∀ B : A, P * (P * B) = P * B := fun B => by rw [← mul_assoc, hP]
  simp only [riError, comm, mul_sub, sub_mul, mul_one, mul_assoc, hP, hP']
  abel

end Ring
```

This is $E(K,T)=2\,PKQKP$, with the factor 2 written as a sum of two equal terms. The proof does not pass through the components $QTP$ and $PTQ$. It multiplies everything out, shortens each $PP$ to $P$ by means of `hP` and `hP'`, and leaves the comparison of the remaining sums to `abel`.

## Hermitian matrices and the full equivalence

The converse and the trace formula are stated for complex matrices whose rows and columns are labelled by a finite type `n`. These labels stand for an orthonormal basis of the whole one-particle space of the model, and the basis set of the calculation is the subspace on which `P` projects. Accordingly `P * K * P` is a matrix of full size that acts as zero on the complement of that subspace.

```lean
section Matrices

variable {n : Type*} [Fintype n] [DecidableEq n]

/-- For a Hermitian idempotent `P` and a Hermitian matrix `K`, the error vanishes for every
Hermitian `X` if and only if `P` commutes with `K`. -/
theorem riError_forall_eq_zero_iff {P K : Matrix n n ℂ} (hP : P * P = P)
    (hPh : P.IsHermitian) (hK : K.IsHermitian) :
    (∀ X : Matrix n n ℂ, X.IsHermitian → riError P K X = 0) ↔ P * K = K * P := by
  constructor
  · intro h
    -- the test operator `i[K,P]` is Hermitian
    have hX : (Complex.I • comm K P).IsHermitian := by
      unfold Matrix.IsHermitian comm
      rw [conjTranspose_smul, conjTranspose_sub, conjTranspose_mul, conjTranspose_mul,
        hPh.eq, hK.eq, Complex.star_def, Complex.conj_I]
      module
    have hlin : riError P K (Complex.I • comm K P)
        = Complex.I • riError P K (comm K P) := by
      simp only [riError, comm, mul_sub, sub_mul, Matrix.mul_smul, Matrix.smul_mul,
        smul_sub]
    have h0 := h _ hX
    rw [hlin, riError_test hP, ← two_smul ℂ] at h0
    have h1 := (smul_eq_zero.mp h0).resolve_left Complex.I_ne_zero
    have h2 := (smul_eq_zero.mp h1).resolve_left two_ne_zero
    -- the product `PK(1-P)KP` equals `Gᴴ G` with `G = (1-P)KP`
    have hP' : ∀ B : Matrix n n ℂ, P * (P * B) = P * B :=
      fun B => by rw [← mul_assoc, hP]
    have hsq : ((1 - P) * K * P)ᴴ * ((1 - P) * K * P) = P * K * (1 - P) * K * P := by
      simp only [conjTranspose_mul, conjTranspose_sub, conjTranspose_one, hPh.eq, hK.eq]
      simp only [mul_sub, sub_mul, mul_one, one_mul, mul_assoc, hP']
      abel
    have hG : (1 - P) * K * P = 0 :=
      conjTranspose_mul_self_eq_zero.mp (hsq.trans h2)
    rw [sub_mul, sub_mul, one_mul] at hG
    have h3 : K * P = P * K * P := sub_eq_zero.mp hG
    -- the adjoint relation completes the commutation
    have h4 : P * K = P * K * P := by
      have h5 := congrArg conjTranspose h3
      simp only [conjTranspose_mul, hPh.eq, hK.eq] at h5
      rw [mul_assoc]
      exact h5
    exact h4.trans h3.symm
  · intro h X _
    exact riError_eq_zero hP (Or.inl h)
```

In words: for a Hermitian idempotent `P` and a Hermitian `K`, the error is zero for all Hermitian `X` exactly when `P` and `K` commute. If they do not commute, some Hermitian `X` has a nonzero error, but the theorem does not say that a given position matrix is such an `X`.

The forward direction follows the derivation with the test operator. Statement `hX` shows that $i[K,P]$ is Hermitian, and `hlin` takes the factor $i$ out of the error. After `riError_test` has been inserted, the nonzero factors $i$ and 2 are removed one after the other, which leaves $PKQKP=0$ as `h2`. Statement `hsq` identifies this product with $G^\dagger G$, where Lean writes the adjoint as `ᴴ`. The Mathlib lemma `conjTranspose_mul_self_eq_zero` then gives $G=0$, the step made above with the sum of squared moduli. Finally `h3` is $KP=PKP$, `h4` is its adjoint $PK=PKP$, and the two are joined. The reverse direction is `riError_eq_zero` with the first alternative of its disjunction.

```lean
/-- For finite matrices and an idempotent `P`, the trace of the error equals the trace of
`P[K,X]`. -/
theorem trace_riError {P : Matrix n n ℂ} (hP : P * P = P) (K X : Matrix n n ℂ) :
    (riError P K X).trace = (P * comm K X).trace := by
  -- a commutator of finite matrices is traceless
  have hc : ∀ B C : Matrix n n ℂ, (comm B C).trace = 0 := by
    intro B C
    rw [comm, trace_sub, trace_mul_comm B C, sub_self]
  rw [riError, trace_sub, hc, sub_zero, trace_mul_comm (P * comm K X) P,
    ← mul_assoc, hP]

end Matrices
```

The trace formula assumes that `P` is idempotent, while none of the three matrices has to be Hermitian. Statement `hc` says that commutators are traceless, which removes the commutator of the projected operators. The last rewriting moves one `P` around the trace and merges it with the other.

## Pauli matrices as operators

The remaining definitions fix the two-level example. The type `Fin 2` has the elements 0 and 1, the numbering used above.

```lean
/-- The projector `diag(1,0)` on the first state of a two-level system. -/
def P₀ : Matrix (Fin 2) (Fin 2) ℂ := !![1, 0; 0, 0]
```

The basis set consists of state 0 alone, and state 1 spans its complement.

```lean
/-- The Pauli matrix `σx`. -/
def σx : Matrix (Fin 2) (Fin 2) ℂ := !![0, 1; 1, 0]

/-- The Pauli matrix `σy`. -/
def σy : Matrix (Fin 2) (Fin 2) ℂ := !![0, -Complex.I; Complex.I, 0]

/-- The Pauli matrix `σz`. -/
def σz : Matrix (Fin 2) (Fin 2) ℂ := !![1, 0; 0, -1]
```

The matrices `σx` and `σy` connect the two states, whereas `σz` is diagonal and does not lead out of the basis.

```lean
/-- The matrix `diag(1,0)` is a Hermitian idempotent, and it commutes with the Hermitian
matrix `σz`. -/
theorem projector_witness :
    P₀ * P₀ = P₀ ∧ P₀.IsHermitian ∧ σz.IsHermitian ∧ P₀ * σz = σz * P₀ := by
  refine ⟨?_, ?_, ?_, ?_⟩ <;> ext i j <;> fin_cases i <;> fin_cases j <;>
    simp [P₀, σz, Matrix.mul_apply, Fin.sum_univ_succ]
```

The pair `P₀`, `σz` therefore satisfies the conditions of the vanishing theorem with a projector that is neither zero nor the identity. The four statements are checked entry by entry.

```lean
/-- For `P = diag(1,0)`, `K = σx` and `X = σy` the error is `diag(2i,0)`, which is nonzero. -/
theorem riError_pauli :
    riError P₀ σx σy = !![2 * Complex.I, 0; 0, 0] ∧ riError P₀ σx σy ≠ 0 := by
  have h : riError P₀ σx σy = !![2 * Complex.I, 0; 0, 0] := by
    -- the complementary projector selects the second state
    have hQ : 1 - P₀ = !![0, 0; 0, 1] := by
      ext i j
      fin_cases i <;> fin_cases j <;> simp [P₀]
    rw [riError_eq projector_witness.1, hQ]
    simp only [P₀, σx, σy, Matrix.mul_fin_two]
    ext i j
    fin_cases i <;> fin_cases j <;> simp
    ring
  refine ⟨h, fun h0 => ?_⟩
  rw [h] at h0
  have h1 := congrFun (congrFun h0 0) 0
  simp at h1

end IGLOCommutator
```

The theorem gives the value of the error and states separately that it is not zero. The proof computes $Q=\operatorname{diag}(0,1)$ as `hQ`, inserts it into `riError_eq` and multiplies the matrices out. For the second claim it assumes that the error is zero and reads off the entry with both indices 0, which would require $2i=0$.

```lean
#print axioms IGLOCommutator.riError_eq_zero
-- 'IGLOCommutator.riError_eq_zero' depends on axioms: [propext]
#print axioms IGLOCommutator.riError_forall_eq_zero_iff
-- 'IGLOCommutator.riError_forall_eq_zero_iff' depends on axioms: [propext, Classical.choice, Quot.sound]
#print axioms IGLOCommutator.trace_riError
-- 'IGLOCommutator.trace_riError' depends on axioms: [propext, Classical.choice, Quot.sound]
#print axioms IGLOCommutator.riError_pauli
-- 'IGLOCommutator.riError_pauli' depends on axioms: [propext, Classical.choice, Quot.sound]
```
